# Integer shears connect any two equally oriented primitive cells of a lattice

## Changing the cell of a periodic crystal

A program can convert one primitive cell of a periodic crystal into another by repeating a single operation: add an integer multiple of one cell vector to a different one. Each such shear keeps the lattice and the oriented volume. Here the cells of a lattice are its primitive cells, those whose vectors generate all of it by integer combinations; a conventional centred cell generates only part of the crystal's full lattice, so it does not count as a cell of that lattice. The question is whether shears reach every cell of the lattice with the same orientation, meaning the same handedness, or sign of the determinant. They do, for $n$ cell vectors in $\mathbb R^n$ with nonzero volume.

For simulation and electronic structure, this means that equally oriented primitive cells of one exact lattice differ only by shears; atomic positions and k-points given in fractional coordinates must be converted to the new cell separately.

## Two equivalences and their Lean form

Write $E_{ij}$ for the matrix with a single 1 in row $i$, column $j$. The first theorem, `det_eq_one_iff_product_of_shears`, says that an integer matrix has determinant 1 exactly when it is a finite product of matrices $1+cE_{ij}$ with $i\ne j$ and $c\in\mathbb Z$. Mathlib calls such a matrix a `transvection`.

The second, `shearConnected_iff_same_lattice`, concerns real cells $a$ and $b$, with $\det a\neq0$. A chain of shears leads from $a$ to $b$ exactly when they span the same lattice and $\det a\,\det b>0$.

In Lean a cell is a function from indices to vectors, and `of a` is the matrix with these vectors as **rows**, numbered from 0. With vectors as columns, shears would multiply from the right. `CellShear` is one step, and `ShearConnected` allows any finite number, including none. The lattice is `Submodule.span ℤ (Set.range a)`.

Cells with fewer vectors than space dimensions, such as two vectors for a slab in three dimensions, do not fit the second theorem. Nor does either theorem bound the number of shears. For computed cells, whose entries are rounded, one must first decide within a tolerance that the lattices agree.

## Euclid's algorithm on the cell vectors

A shear $a_i\to a_i+c\,a_j$ is undone by $-c$. It preserves the determinant, since the added term has two proportional rows.

Let $a$ be an integer cell of determinant 1, and let $f_i$ be component 0 of $a_i$. For $n=0$ there is nothing to do. Otherwise:

1. While some $i\neq j$ have $f_j\ne0$ and $|f_j|\le|f_i|$, write $f_i=qf_j+r$ with $0\le r<|f_j|$ and replace $a_i$ by $a_i-q\,a_j$. The sum $\sum_i|f_i|$ falls, so this stops, with at most one nonzero entry $f_k$.
2. Expansion along column 0 shows that $f_k$ divides 1, so $f_k=\pm1$.
3. Make $f_0=1$. If $k\neq0$, add $f_k a_k$ to $a_0$, which gives $f_k^2=1$. If $k=0$ and $f_0=-1$, then $n\ge2$, because for $n=1$ the determinant would be $-1$. Add $a_0$ to $a_1$, then $-2a_1$ to $a_0$: the entry becomes $-1+2=1$.
4. Subtract $f_i a_0$ from each $a_i$ with $i\ge1$. Now
$$a=\begin{pmatrix}1&m\\0&D\end{pmatrix},\qquad \det D=1,$$
where $m$ is an integer row.
5. By induction on $n$, shears turn $D$ into the identity. Subtracting multiples of the lower rows from $a_0$ then removes $m$.

Reversing the chain leads from the identity to the original matrix. Each shear is a left multiplication by $1+cE_{ij}$, which gives the factorisation. Conversely, every factor has determinant 1, and so has the product.

## From integer matrices to real cells

If $a$ and $b$ span the same lattice, there are integer matrices $U,W$ with
$$b_i=\sum_j U_{ij}a_j,\qquad a_i=\sum_j W_{ij}b_j.$$
Hence $\det b=\det U\det a$ and $\det a=\det W\det b$. Since $\det a\neq0$, $\det W\det U=1$, so $\det U=\pm1$; equal orientation selects $+1$. Shears therefore lead from the identity to $U$. The map $v\mapsto\sum_j v_ja_j$ carries this chain to one from $a$ to $b$.

Conversely, a shear and its inverse keep all vectors in the same lattice, and $\det b=\det a$ gives $\det a\det b=(\det a)^2>0$.

```lean
import Mathlib

open Matrix Relation

namespace UnimodularCellShears

variable {ι M N : Type*} [DecidableEq ι] [AddCommGroup M] [AddCommGroup N]

/-- An elementary cell shear adds an integer multiple of one cell vector to a different one. -/
def CellShear (a b : ι → M) : Prop :=
  ∃ i j : ι, i ≠ j ∧ ∃ c : ℤ, b = Function.update a i (a i + c • a j)

/-- Two cells are shear-connected if finitely many elementary shears lead from one to the other. -/
abbrev ShearConnected (a b : ι → M) : Prop := ReflTransGen CellShear a b

/-- A chain of elementary shears can be undone by elementary shears. -/
theorem ShearConnected.symm {a b : ι → M} (h : ShearConnected a b) : ShearConnected b a := by
  induction h with
  | refl => exact ReflTransGen.refl
  | tail _ hs ih =>
    obtain ⟨i, j, hij, c, rfl⟩ := hs
    refine ReflTransGen.head ⟨i, j, hij, -c, ?_⟩ ih
    simp [hij.symm]

/-- A map that respects integer combinations carries chains of shears to chains of shears. -/
theorem ShearConnected.map {a b : ι → M} (h : ShearConnected a b) (f : M → N)
    (hf : ∀ x y (c : ℤ), f (x + c • y) = f x + c • f y) :
    ShearConnected (fun i => f (a i)) (fun i => f (b i)) := by
  induction h with
  | refl => exact ReflTransGen.refl
  | tail _ hs ih =>
    obtain ⟨i, j, hij, c, rfl⟩ := hs
    refine ReflTransGen.tail ih ⟨i, j, hij, c, ?_⟩
    funext k
    by_cases hk : k = i
    · subst hk; simp [hf]
    · simp [hk]

/-- Shears among some cell vectors remain shears when a further vector `r` is put in front. -/
theorem ShearConnected.cons {n : ℕ} {a b : Fin n → M} (h : ShearConnected a b) (r : M) :
    ShearConnected (Fin.cons r a : Fin (n + 1) → M) (Fin.cons r b) := by
  induction h with
  | refl => exact ReflTransGen.refl
  | tail _ hs ih =>
    obtain ⟨i, j, hij, c, rfl⟩ := hs
    refine ReflTransGen.tail ih
      ⟨i.succ, j.succ, fun e => hij (Fin.succ_injective _ e), c, ?_⟩
    simp only [Fin.cons_succ, Fin.cons_update]

/-- Shears can add any integer multiples of the first cell vector to all the others. -/
theorem add_first_to_others {n : ℕ} (r : M) (a : Fin n → M) (m : Fin n → ℤ) :
    ShearConnected (Fin.cons r a : Fin (n + 1) → M) (Fin.cons r fun i => a i + m i • r) := by
  have key : ∀ s : Finset (Fin n), ShearConnected (Fin.cons r a : Fin (n + 1) → M)
      (Fin.cons r fun i => if i ∈ s then a i + m i • r else a i) := by
    intro s
    induction s using Finset.induction_on with
    | empty =>
      simp only [Finset.notMem_empty, if_false]
      exact ReflTransGen.refl
    | insert j s hj ih =>
      refine ReflTransGen.tail ih ⟨j.succ, 0, Fin.succ_ne_zero j, m j, ?_⟩
      funext i
      refine Fin.cases ?_ (fun i => ?_) i
      · simp [(Fin.succ_ne_zero j).symm]
      · by_cases hi : i = j
        · subst hi; simp [hj]
        · simp [hi]
  simpa using key Finset.univ

/-- Shears can add any integer combination of the other cell vectors to the first one. -/
theorem add_others_to_first {n : ℕ} (r : M) (a : Fin n → M) (m : Fin n → ℤ) :
    ShearConnected (Fin.cons r a : Fin (n + 1) → M) (Fin.cons (r + ∑ i, m i • a i) a) := by
  induction (Finset.univ : Finset (Fin n)) using Finset.induction_on with
  | empty =>
    rw [Finset.sum_empty, add_zero]
  | insert j s hj ih =>
    refine ReflTransGen.tail ih ⟨0, j.succ, (Fin.succ_ne_zero j).symm, m j, ?_⟩
    rw [Finset.sum_insert hj, Fin.update_cons_zero, Fin.cons_zero, Fin.cons_succ]
    congr 1
    abel

/-- Elementary shears preserve the determinant of the cell vectors, the oriented volume. -/
theorem ShearConnected.det_eq {R : Type*} [CommRing R] {n : ℕ} {a b : Fin n → Fin n → R}
    (h : ShearConnected a b) : (of b).det = (of a).det := by
  induction h with
  | refl => rfl
  | @tail x _ _ hs ih =>
    obtain ⟨i, j, hij, c, rfl⟩ := hs
    have e : of (Function.update x i (x i + c • x j)) =
        updateRow (of x) i (of x i + (c : R) • of x j) := by
      ext k l
      by_cases hk : k = i
      · subst hk; simp
      · simp [hk]
    rw [e, det_updateRow_add_smul_self _ hij, ih]

/-- Euclid's algorithm by shears: an integer coordinate `f` that respects integer combinations can
be made to vanish on all but at most one vector of a finite, nonempty family. -/
theorem euclid_reduction [Fintype ι] [Nonempty ι] (f : M → ℤ)
    (hf : ∀ x y (c : ℤ), f (x + c • y) = f x + c * f y) (a : ι → M) :
    ∃ b, ShearConnected a b ∧ ∃ k, ∀ i, i ≠ k → f (b i) = 0 := by
  induction h : ∑ i, (f (a i)).natAbs using Nat.strong_induction_on generalizing a with
  | _ N ih =>
  by_cases H : ∃ i j, i ≠ j ∧ f (a j) ≠ 0 ∧ (f (a j)).natAbs ≤ (f (a i)).natAbs
  · -- division with remainder lowers the sum of absolute values
    obtain ⟨i, j, hij, hj, hle⟩ := H
    obtain ⟨a', ha'⟩ : ∃ a', a' = Function.update a i (a i + (-(f (a i) / f (a j))) • a j) :=
      ⟨_, rfl⟩
    have hlt : (f (a' i)).natAbs < (f (a i)).natAbs := by
      have hi : f (a' i) = f (a i) % f (a j) := by
        rw [ha', Function.update_self, hf, Int.emod_def]; ring
      have h1 := Int.emod_nonneg (f (a i)) hj
      have h2 := Int.emod_lt_abs (f (a i)) hj
      rw [Int.abs_eq_natAbs] at h2
      rw [← hi] at h1 h2
      omega
    have hsum : ∑ l, (f (a' l)).natAbs < N := by
      rw [← h]
      refine Finset.sum_lt_sum (fun l _ => ?_) ⟨i, Finset.mem_univ i, hlt⟩
      by_cases hl : l = i
      · rw [hl]; exact hlt.le
      · simp [ha', hl]
    obtain ⟨b, hb, hk⟩ := ih _ hsum a' rfl
    exact ⟨b, ReflTransGen.head ⟨i, j, hij, _, ha'⟩ hb, hk⟩
  · refine ⟨a, ReflTransGen.refl, ?_⟩
    by_cases hk : ∃ k, f (a k) ≠ 0
    · obtain ⟨k, hk⟩ := hk
      refine ⟨k, fun i hik => by_contra fun hi => H ?_⟩
      rcases le_total (f (a k)).natAbs (f (a i)).natAbs with hle | hle
      · exact ⟨i, k, hik, hk, hle⟩
      · exact ⟨k, i, hik.symm, hi, hle⟩
    · exact ⟨Classical.arbitrary ι, fun i _ => by_contra fun hi => hk ⟨i, hi⟩⟩

/-- Every integer cell of determinant 1 is shear-connected to the standard cell. -/
theorem shearConnected_standard {n : ℕ} (a : Fin n → Fin n → ℤ) (ha : (of a).det = 1) :
    ShearConnected a (fun i => Pi.single i 1) := by
  induction n with
  | zero =>
    rw [Subsingleton.elim a (fun i => Pi.single i 1)]
  | succ n ih =>
    obtain ⟨b, hab, k, hk⟩ :=
      euclid_reduction (fun v : Fin (n + 1) → ℤ => v 0) (fun x y c => by simp) a
    have hb : (of b).det = 1 := hab.det_eq.trans ha
    -- the surviving first coordinate divides the determinant
    have hu : b k 0 = 1 ∨ b k 0 = -1 := by
      have hd : b k 0 ∣ (of b).det := by
        rw [det_succ_column_zero]
        refine Finset.dvd_sum fun i _ => ?_
        by_cases hi : i = k
        · rw [hi, of_apply]; exact Dvd.dvd.mul_right (dvd_mul_left _ _) _
        · have h0 : b i 0 = 0 := hk i hi
          simp [h0]
      rw [hb] at hd
      exact Int.isUnit_iff.1 (isUnit_of_dvd_one hd)
    have hc : ∃ c, ShearConnected b c ∧ c 0 0 = 1 := by
      by_cases h0 : k = 0
      · subst h0
        rcases hu with hu | hu
        · exact ⟨b, ReflTransGen.refl, hu⟩
        · cases n with
          | zero =>
            have h : (of b).det = b 0 0 := det_fin_one (of b)
            exact absurd (hb.symm.trans (h.trans hu)) (by norm_num)
          | succ m =>
            have h10 : (1 : Fin (m + 1 + 1)) ≠ 0 := by simp
            have h1 : b 1 0 = 0 := hk 1 h10
            refine ⟨_, ReflTransGen.head ⟨1, 0, h10, 1, rfl⟩
              (ReflTransGen.single ⟨0, 1, h10.symm, -2, rfl⟩), ?_⟩
            simp [h1, hu]
      · have h00 : b 0 0 = 0 := hk 0 (Ne.symm h0)
        refine ⟨_, ReflTransGen.single ⟨0, k, Ne.symm h0, b k 0, rfl⟩, ?_⟩
        rcases hu with hu | hu <;> simp [h00, hu]
    obtain ⟨c, hbc, hc0⟩ := hc
    -- clear the first coordinate of the other vectors
    obtain ⟨d, hd⟩ : ∃ d : Fin n → Fin (n + 1) → ℤ,
        d = fun i => c i.succ + (-(c i.succ 0)) • c 0 := ⟨_, rfl⟩
    have h1 : ShearConnected c (Fin.cons (c 0) d) := by
      have h := add_first_to_others (c 0) (Fin.tail c) (fun i => -(c i.succ 0))
      rw [Fin.cons_self_tail] at h
      rw [hd]
      exact h
    have hd0 : ∀ i, d i 0 = 0 := fun i => by simp [hd, hc0]
    have hdet : (of fun i j : Fin n => d i j.succ).det = 1 := by
      have h := h1.det_eq.trans (hbc.det_eq.trans hb)
      have hs : (of (Fin.cons (c 0) d : Fin (n + 1) → Fin (n + 1) → ℤ)).submatrix
          (Fin.succAbove 0) Fin.succ = of fun i j => d i j.succ := by
        ext i j; simp
      rw [det_succ_column_zero, Fin.sum_univ_succ, hs] at h
      simpa [hd0, hc0] using h
    -- the remaining block is standardised by induction
    obtain ⟨e, he⟩ : ∃ e : Fin n → Fin (n + 1) → ℤ,
        e = fun i => Fin.cons 0 (Pi.single i 1 : Fin n → ℤ) := ⟨_, rfl⟩
    have hds : (fun i => (Fin.cons 0 (fun j => d i j.succ) : Fin (n + 1) → ℤ)) = d := by
      funext i j
      refine Fin.cases ?_ (fun j => ?_) j <;> simp [hd0]
    have h2 : ShearConnected d e := by
      rw [← hds, he]
      refine (ih _ hdet).map (fun v => (Fin.cons 0 v : Fin (n + 1) → ℤ)) fun x y c => ?_
      funext i
      refine Fin.cases ?_ (fun i => ?_) i <;> simp
    have hfin : (fun i => Pi.single i 1 : Fin (n + 1) → Fin (n + 1) → ℤ) =
        Fin.cons (c 0 + ∑ i, (-(c 0 i.succ)) • e i) e := by
      funext i j
      refine Fin.cases ?_ (fun i => ?_) i
      · refine Fin.cases ?_ (fun j => ?_) j
        · simp [he, hc0]
        · simp [he, Pi.single_apply, Finset.sum_apply]
      · refine Fin.cases ?_ (fun j => ?_) j
        · simp [he, Pi.single_apply, (Fin.succ_ne_zero i).symm]
        · simp [he, Pi.single_apply]
    rw [hfin]
    exact hab.trans (hbc.trans (h1.trans ((h2.cons (c 0)).trans (add_others_to_first _ _ _))))

/-- An integer matrix has determinant 1 if and only if it is a finite product of elementary
shear matrices `1 + c E_ij` with `i ≠ j` and integer `c`. -/
theorem det_eq_one_iff_product_of_shears {n : ℕ} (A : Matrix (Fin n) (Fin n) ℤ) :
    A.det = 1 ↔ ∃ L : List (Matrix (Fin n) (Fin n) ℤ),
      (∀ T ∈ L, ∃ i j, i ≠ j ∧ ∃ c : ℤ, T = transvection i j c) ∧ A = L.prod := by
  constructor
  · intro hA
    have key : ∀ b : Fin n → Fin n → ℤ, ShearConnected (fun i => Pi.single i 1) b →
        ∃ L : List (Matrix (Fin n) (Fin n) ℤ),
          (∀ T ∈ L, ∃ i j, i ≠ j ∧ ∃ c : ℤ, T = transvection i j c) ∧ of b = L.prod := by
      intro b hb
      induction hb with
      | refl =>
        refine ⟨[], by simp, ?_⟩
        ext i j
        by_cases h : i = j
        · subst h; simp
        · simp [one_apply, Pi.single_apply, h, Ne.symm h]
      | tail _ hs ih =>
        -- a shear of the rows is multiplication by a shear matrix from the left
        obtain ⟨L, hL, hp⟩ := ih
        obtain ⟨i, j, hij, c, rfl⟩ := hs
        refine ⟨transvection i j c :: L, ?_, ?_⟩
        · intro T hT
          rcases List.mem_cons.1 hT with rfl | hT
          · exact ⟨i, j, hij, c, rfl⟩
          · exact hL T hT
        · rw [List.prod_cons, ← hp]
          ext k l
          by_cases hk : k = i
          · subst hk; simp
          · simp [hk]
    exact key (fun i j => A i j) (shearConnected_standard (fun i j => A i j) hA).symm
  · rintro ⟨L, hL, rfl⟩
    induction L with
    | nil => simp
    | cons T L ih =>
      obtain ⟨i, j, hij, c, hT⟩ := hL T (by simp)
      rw [List.prod_cons, det_mul, ih fun S hS => hL S (List.mem_cons_of_mem _ hS), hT,
        det_transvection_of_ne i j hij c, mul_one]

/-- Starting from a cell `a` of nonzero volume, elementary shears reach the cell `b` if and only
if both cells span the same lattice and have the same orientation. -/
theorem shearConnected_iff_same_lattice {n : ℕ} (a b : Fin n → Fin n → ℝ)
    (ha : (of a).det ≠ 0) :
    ShearConnected a b ↔ Submodule.span ℤ (Set.range a) = Submodule.span ℤ (Set.range b) ∧
      0 < (of a).det * (of b).det := by
  constructor
  · intro h
    have sub : ∀ x y : Fin n → Fin n → ℝ, ShearConnected x y →
        Submodule.span ℤ (Set.range y) ≤ Submodule.span ℤ (Set.range x) := by
      intro x y hxy
      induction hxy with
      | refl => exact le_rfl
      | tail _ hs ih =>
        obtain ⟨i, j, hij, c, rfl⟩ := hs
        refine le_trans (Submodule.span_le.2 ?_) ih
        rintro _ ⟨k, rfl⟩
        rw [SetLike.mem_coe]
        by_cases hk : k = i
        · rw [hk, Function.update_self]
          exact add_mem (Submodule.subset_span ⟨i, rfl⟩)
            (Submodule.smul_mem _ _ (Submodule.subset_span ⟨j, rfl⟩))
        · rw [Function.update_of_ne hk]
          exact Submodule.subset_span ⟨k, rfl⟩
    refine ⟨le_antisymm (sub b a h.symm) (sub a b h), ?_⟩
    rw [h.det_eq]
    exact mul_self_pos.2 ha
  · rintro ⟨hs, hpos⟩
    -- each cell is an integer combination of the other
    have coeff : ∀ x y : Fin n → Fin n → ℝ,
        Submodule.span ℤ (Set.range y) ≤ Submodule.span ℤ (Set.range x) →
        ∃ U : Matrix (Fin n) (Fin n) ℤ, (∀ i, ∑ j, U i j • x j = y i) ∧
          (of y).det = (U.det : ℝ) * (of x).det := by
      intro x y h
      have h' : ∀ i, ∃ c : Fin n → ℤ, ∑ j, c j • x j = y i := fun i =>
        (Submodule.mem_span_range_iff_exists_fun ℤ).1 (h (Submodule.subset_span ⟨i, rfl⟩))
      choose U hU using h'
      refine ⟨of U, hU, ?_⟩
      have e : of y = (Int.castRingHom ℝ).mapMatrix (of U) * of x := by
        ext i k
        rw [of_apply, ← hU i]
        simp [mul_apply, Finset.sum_apply]
      rw [e, det_mul, ← RingHom.map_det, eq_intCast]
    obtain ⟨U, hU, hUd⟩ := coeff a b hs.ge
    obtain ⟨W, -, hWd⟩ := coeff b a hs.le
    have hUW : W.det * U.det = 1 := by
      have h : ((W.det : ℝ) * U.det) * (of a).det = 1 * (of a).det := by
        rw [mul_assoc, ← hUd, ← hWd, one_mul]
      exact_mod_cast mul_right_cancel₀ ha h
    have hUpos : 0 < U.det := by
      by_contra hn
      have hn' : (U.det : ℝ) ≤ 0 := by exact_mod_cast not_lt.1 hn
      have h := mul_nonpos_of_nonpos_of_nonneg hn' (mul_self_nonneg (of a).det)
      rw [hUd] at hpos
      linarith
    have hU1 : U.det = 1 := by
      rcases Int.isUnit_iff.1 (isUnit_of_dvd_one (Dvd.intro_left _ hUW)) with h | h
      · exact h
      · omega
    -- transport the chain of shears from integer coordinates to the cell `a`
    have h : ShearConnected (fun i => ∑ j, (Pi.single i 1 : Fin n → ℤ) j • a j)
        (fun i => ∑ j, U i j • a j) :=
      (shearConnected_standard (fun i j => U i j) hU1).symm.map
        (fun v : Fin n → ℤ => ∑ j, v j • a j) fun x y c => by
          simp [add_smul, mul_smul, Finset.sum_add_distrib, Finset.smul_sum]
    have e1 : (fun i => ∑ j, (Pi.single i 1 : Fin n → ℤ) j • a j) = a := by
      funext i
      simp [Pi.single_apply, ite_smul]
    have e2 : (fun i => ∑ j, U i j • a j) = b := funext hU
    rwa [e1, e2] at h

end UnimodularCellShears
```

```lean
#print axioms UnimodularCellShears.det_eq_one_iff_product_of_shears
-- 'UnimodularCellShears.det_eq_one_iff_product_of_shears' depends on axioms: [propext, Classical.choice, Quot.sound]
#print axioms UnimodularCellShears.shearConnected_iff_same_lattice
-- 'UnimodularCellShears.shearConnected_iff_same_lattice' depends on axioms: [propext, Classical.choice, Quot.sound]
```

## Chains of shears in the Lean proof

`ShearConnected.symm`, `ShearConnected.map` and `ShearConnected.det_eq` go by induction on the chain: they reverse it, transport it and preserve its determinant. `ShearConnected.cons` puts an untouched vector in front, so that shears of the lower block act on the full cell.

`euclid_reduction` is item 1, by strong induction on $\sum_i|f_i|$. In `shearConnected_standard`, an induction on dimension, `hu` is item 2 and `hc` is item 3. `add_first_to_others` performs item 4, and `hdet` finds the determinant of the block. The induction hypothesis, carried over by `map` and `cons`, standardises that block, and `add_others_to_first` clears the top row.

The factorisation theorem builds its list by putting one `transvection` in front for each shear. In the lattice theorem, `coeff` supplies $U$ and $W$ with their determinant relations, `hU1` establishes $\det U=1$, and `map` transports the chain to the real cell.
